# For a unit-weight pole at real energy e with |e| ≥ D > 0, linear interpolation between imaginary frequencies ia and ib has error at most (b − a)²/(4D³)

The failing theorem, `pole_interpError_le`, concerns the function 1/(z − e), a single pole of unit weight at a real energy e with |e| ≥ D > 0. On the imaginary axis z = iω, the function is interpolated linearly between its values at real ω = a and ω = b. At any fraction s of the way from a to b, with 0 ≤ s ≤ 1, the absolute error is claimed to be at most (b − a)²/(4D³). The proof starts from an exact formula for the error, whose numerator has size s(1 − s)(b − a)² and whose denominator is a product of three distances to the pole. It bounds the numerator by (b − a)²/4 and the product from below by D³.

The first attempt, which Lean rejects:

```lean
import Mathlib

open Complex Filter Topology
open scoped Real

namespace PoleInterpErrorLe

noncomputable section

/-- The error of linear interpolation of `F(iω)` between the nodes `ω = a` and `ω = b`, at the
point a fraction `s` of the way from `a` to `b`. -/
def interpError (F : ℂ → ℂ) (a b s : ℝ) : ℂ :=
  F (I * (((1 - s) * a + s * b : ℝ) : ℂ)) - ((1 - s) * F (I * (a : ℂ)) + s * F (I * (b : ℂ)))

/-- The exact interpolation error for a single pole of unit weight at real energy `e`, when neither
the nodes nor the interpolation point hit the pole. -/
theorem pole_interpError {e a b s : ℝ} (ha : I * (a : ℂ) - (e : ℂ) ≠ 0)
    (hb : I * (b : ℂ) - (e : ℂ) ≠ 0)
    (hw : I * (((1 - s) * a + s * b : ℝ) : ℂ) - (e : ℂ) ≠ 0) :
    interpError (fun z => 1 / (z - (e : ℂ))) a b s =
      ((s * (1 - s) * (b - a) ^ 2 : ℝ) : ℂ) /
        ((I * (a : ℂ) - (e : ℂ)) * (I * (b : ℂ) - (e : ℂ)) *
          (I * (((1 - s) * a + s * b : ℝ) : ℂ) - (e : ℂ))) := by
  -- the interpolation identity for the reciprocal function
  have key : ∀ x y w t : ℂ, x ≠ 0 → y ≠ 0 → w ≠ 0 → w = (1 - t) * x + t * y →
      1 / w - ((1 - t) * (1 / x) + t * (1 / y)) =
        -(t * (1 - t) * (y - x) ^ 2) / (x * y * w) := by
    intro x y w t hx hy hw0 h
    rw [eq_div_iff (mul_ne_zero (mul_ne_zero hx hy) hw0)]
    have h1 : (1 / w - ((1 - t) * (1 / x) + t * (1 / y))) * (x * y * w) =
        x * y - w * ((1 - t) * y + t * x) := by
      field_simp
    rw [h1, h]
    ring
  simp only [interpError]
  rw [key _ _ _ (s : ℂ) ha hb hw (by push_cast; ring)]
  congr 1
  push_cast
  linear_combination (-((s : ℂ) * (1 - s) * (b - a) ^ 2)) * I_sq

/-- On the imaginary axis the distance to a pole at real energy `e` is at least `|e|`. -/
theorem abs_le_norm_denominator (w e : ℝ) : |e| ≤ ‖I * (w : ℂ) - (e : ℂ)‖ := by
  have h := Complex.abs_re_le_norm (I * (w : ℂ) - (e : ℂ))
  have hre : (I * (w : ℂ) - (e : ℂ)).re = -e := by simp
  rwa [hre, abs_neg] at h

/-- For a pole of unit weight at a real energy `e` with `|e| ≥ D > 0`, interpolation between nodes
`a` and `b` has error at most `(b - a)² / (4 D³)`. -/
theorem pole_interpError_le {e D a b s : ℝ} (hD : 0 < D) (he : D ≤ |e|)
    (hs0 : 0 ≤ s) (hs1 : s ≤ 1) :
    ‖interpError (fun z => 1 / (z - (e : ℂ))) a b s‖ ≤ (b - a) ^ 2 / (4 * D ^ 3) := by
  have hd : ∀ w : ℝ, D ≤ ‖I * (w : ℂ) - (e : ℂ)‖ := fun w =>
    he.trans (abs_le_norm_denominator w e)
  have hne : ∀ w : ℝ, I * (w : ℂ) - (e : ℂ) ≠ 0 := fun w =>
    norm_pos_iff.mp (hD.trans_le (hd w))
  have hnn : 0 ≤ s * (1 - s) * (b - a) ^ 2 :=
    mul_nonneg (mul_nonneg hs0 (sub_nonneg.mpr hs1)) (sq_nonneg _)
  -- s (1 - s) is largest at the midpoint
  have hnum : s * (1 - s) * (b - a) ^ 2 ≤ (b - a) ^ 2 / 4 := by
    nlinarith [mul_nonneg (sq_nonneg (2 * s - 1)) (sq_nonneg (b - a))]
  have hden : D ^ 3 ≤ ‖I * (a : ℂ) - (e : ℂ)‖ * ‖I * (b : ℂ) - (e : ℂ)‖ *
      ‖I * (((1 - s) * a + s * b : ℝ) : ℂ) - (e : ℂ)‖ := by
    calc D ^ 3 = D * D * D := by ring
      _ ≤ _ := mul_le_mul (mul_le_mul (hd a) (hd b) hD.le (norm_nonneg _)) (hd _) hD.le
        (by positivity)
  rw [pole_interpError (hne a) (hne b) (hne _), norm_div, norm_mul, norm_mul,
    Complex.norm_real, Real.norm_eq_abs, abs_of_nonneg hnn, ← div_div]
  gcongr

end

end PoleInterpErrorLe
```

Lean reports:

```
Main.lean:51:84: error: unsolved goals
case hac
e D a b s : ℝ
hD : 0 < D
he : D ≤ |e|
hs0 : 0 ≤ s
hs1 : s ≤ 1
hd : ∀ (w : ℝ), D ≤ ‖I * ↑w - ↑e‖
hne : ∀ (w : ℝ), I * ↑w - ↑e ≠ 0
hnn : 0 ≤ s * (1 - s) * (b - a) ^ 2
hnum : s * (1 - s) * (b - a) ^ 2 ≤ (b - a) ^ 2 / 4
hden : D ^ 3 ≤ ‖I * ↑a - ↑e‖ * ‖I * ↑b - ↑e‖ * ‖I * ↑((1 - s) * a + s * b) - ↑e‖
⊢ s * (1 - s) * (b - a) ^ 2 / (‖I * ↑a - ↑e‖ * ‖I * ↑b - ↑e‖) ≤ (b - a) ^ 2

case hdb
e D a b s : ℝ
hD : 0 < D
he : D ≤ |e|
hs0 : 0 ≤ s
hs1 : s ≤ 1
hd : ∀ (w : ℝ), D ≤ ‖I * ↑w - ↑e‖
hne : ∀ (w : ℝ), I * ↑w - ↑e ≠ 0
hnn : 0 ≤ s * (1 - s) * (b - a) ^ 2
hnum : s * (1 - s) * (b - a) ^ 2 ≤ (b - a) ^ 2 / 4
hden : D ^ 3 ≤ ‖I * ↑a - ↑e‖ * ‖I * ↑b - ↑e‖ * ‖I * ↑((1 - s) * a + s * b) - ↑e‖
⊢ 4 * D ^ 3 ≤ ‖I * ↑((1 - s) * a + s * b) - ↑e‖
```

The repair, with which the file compiles:

```diff
@@ -65,5 +65,6 @@
         (by positivity)
   rw [pole_interpError (hne a) (hne b) (hne _), norm_div, norm_mul, norm_mul,
-    Complex.norm_real, Real.norm_eq_abs, abs_of_nonneg hnn, ← div_div]
+    Complex.norm_real, Real.norm_eq_abs, abs_of_nonneg hnn,
+    ← div_div ((b - a) ^ 2) 4 (D ^ 3)]
   gcongr
 
```

Diagnosis. The message shows two goals left unsolved after `gcongr`. Both come from the rewrite `← div_div`, which turns a quotient of the form x / (y * z) into x / y / z. Given no arguments, it matched the left side of the inequality, splitting off the third distance, and left the right side as (b − a)² / (4 * D ^ 3).

`gcongr` then compared numerator with numerator and denominator with denominator. It asked for the left numerator, already divided by two distances, to be at most (b − a)², and for 4D³ to be at most the third distance alone. Neither is what `hnum` or `hden` says, and neither holds in general under the hypotheses.

The repair gives `div_div` the arguments `((b - a) ^ 2) 4 (D ^ 3)`, so that only the right side is rewritten, to (b − a)² / 4 / D³. The left side keeps its full product as denominator. The comparisons `gcongr` now needs are exactly `hnum` and `hden`, which it finds among the hypotheses.
